# Over complex d orbitals, U averages to F⁰, and U − J over pairs of distinct orbitals averages to F⁰ − (F² + F⁴)/14

Take the \(m=0\) orbital of a d shell and switch off every Slater integral except \(F^2=1\). Its direct Coulomb elements with \(m'=-2,\dots,2\) are \(\tfrac{2}{49}(-2,1,2,1,-2)\), which add to zero. Its exchange elements are \(\tfrac{1}{49}(4,1,4,1,4)\), which add to \(2/7\). The two entries at \(m'=0\) are equal, so \(U-J\) averages to \(-\tfrac{2}{7}/4=-\tfrac1{14}\) over the other four orbitals.

I believe this happens in every row, and that with \(F^0,F^2,F^4\) all present

\[
\frac1{25}\sum_{m,m'}U_{mm'}=F^0,\qquad
\frac1{20}\sum_{m,m'}(U_{mm'}-J_{mm'})=F^0-\frac{F^2+F^4}{14}.
\]

Can this be derived rigorously from Racah's formula for the 3j symbols, with a machine-checked proof?

## Every row has the same sums

Yes. With \(m,m'\in\{-2,\dots,2\}\) and \(k\in\{0,2,4\}\), define

\[
c^k(m,m')=(-1)^m\,5\begin{pmatrix}2&k&2\\0&0&0\end{pmatrix}\begin{pmatrix}2&k&2\\-m&m-m'&m'\end{pmatrix},
\]
\[
U_{mm'}=\sum_k c^k(m,m)\,c^k(m',m')\,F^k,\qquad J_{mm'}=\sum_k c^k(m,m')^2F^k .
\]

Write \(q=m-m'\) and \(D_m=(2+m)!\,(2-m)!\). Racah's formula is a phase times an alternating sum over \(t\) times a square root.

For \(k=0\) the selection rules force \(m=m'\). The 3j symbol is then \((-1)^m/\sqrt5\), so \(c^0(m,m')=\delta_{mm'}\).

For \(k=4\) only \(t=2+m\) contributes, and

\[
c^4(m,m')=\frac{(-1)^{m'}}{21}\sqrt{\frac{(4+q)!\,(4-q)!}{D_mD_{m'}}}.
\]

For \(k=2\) and \(|q|\le2\),

\[
c^2(m,m')=-\frac{(-1)^{m+m'}}{21}\,S\,\sqrt{D_mD_{m'}(2+q)!\,(2-q)!},
\]
\[
S=\sum_t\frac{(-1)^t}{t!\,(2-t)!\,(t-m)!\,(2+m-t)!\,(t-q)!\,(2+q-t)!},
\]

where \(t\) runs over the values that leave no factorial with a negative argument. For \(|q|>2\) the coefficient vanishes.

On the diagonal \(q=0\), both radicands are perfect squares. For \(k=2\), \(S=-\tfrac34,-\tfrac14,\tfrac18\) at \(|m|=0,1,2\). For \(m=-2,\dots,2\) this gives

\[
c^2(m,m)=\tfrac17(-2,1,2,1,-2),\qquad c^4(m,m)=\tfrac1{21}(1,-4,6,-4,1).
\]

Both lists add to zero, while \(c^0(m,m)=1\) adds to 5. Hence \(\sum_{m'}U_{mm'}=5F^0\) for every \(m\).

The squares needed for \(J\), listed for \(m'=2,1,0,-1,-2\), are

| \(m\) | \(49\,c^2(m,m')^2\) | \(441\,c^4(m,m')^2\) |
|---|---|---|
| 2 | 4, 6, 4, 0, 0 | 1, 5, 15, 35, 70 |
| 1 | 6, 1, 1, 6, 0 | 5, 16, 30, 40, 35 |
| 0 | 4, 1, 4, 1, 4 | 15, 30, 36, 30, 15 |

The rows for \(-m\) are the same lists reversed. Every row adds to 14 or 126, so both sums of squares are \(2/7\), and

\[
\sum_{m'}J_{mm'}=F^0+\tfrac27(F^2+F^4).
\]

Adding five equal rows gives \(\tfrac1{25}\cdot25F^0=F^0\) and

\[
\tfrac1{20}\cdot5\left[4F^0-\tfrac27(F^2+F^4)\right]=F^0-\tfrac{F^2+F^4}{14}.
\]

Since \(U_{mm}=J_{mm}\), the five diagonal terms of \(U-J\) vanish. The factor \(1/20\) therefore gives a true average over the 20 ordered pairs of distinct orbitals.

## The d shell as Lean sees it

`dShell` is the set of integers from −2 to 2. `threeJ` is the 3j symbol for integer angular momenta, a real number built from the rational `racahCoeff` and the square root of the rational `racahRadicand`. The condition `Allowed` contains the selection rules and makes the symbol zero when one fails. `gaunt k m m'` is \(c^k(m,m')\), and `coulombU` and `exchangeJ` are the two matrices.

The Slater integrals enter as an arbitrary function `F : ℕ → ℝ`, of which only `F 0`, `F 2` and `F 4` are used. They stand for the radial part of the electron repulsion, but no radial function is specified and no positivity is needed.

`coulomb_exchange_averages` states the two identities of the question, and `average_distinct_orbitals` states the second one with \(m'=m\) left out of the sum. The matrices are defined by their angular expansions, not derived from Coulomb integrals over orbitals. The labels \(m\) refer to complex spherical harmonics; real d orbitals such as \(d_{xy}\) are not treated.

A common convention in DFT+U takes the parameter \(U\) to be the average of \(U_{mm'}\) over all pairs, and \(U-J\) to be the average of \(U_{mm'}-J_{mm'}\) over pairs of distinct orbitals. For a single d shell with a spherically symmetric interaction, the two identities then give \(U=F^0\) and \(J=(F^2+F^4)/14\).

```lean
import Mathlib

namespace DShellCoulombAverages

noncomputable section

/-- The factorial of a non-negative integer, as a rational number. -/
def fac (n : ℤ) : ℚ := (n.toNat.factorial : ℚ)

/-- The selection rules of a 3j symbol: the projections add to zero, each is bounded by its
angular momentum, and the three angular momenta satisfy the triangle condition. -/
abbrev Allowed (j₁ j₂ j₃ m₁ m₂ m₃ : ℤ) : Prop :=
  m₁ + m₂ + m₃ = 0 ∧ |m₁| ≤ j₁ ∧ |m₂| ≤ j₂ ∧ |m₃| ≤ j₃ ∧ |j₁ - j₂| ≤ j₃ ∧ j₃ ≤ j₁ + j₂

/-- The number under the square root in Racah's formula, for arguments that obey the
selection rules. -/
def racahRadicand (j₁ j₂ j₃ m₁ m₂ m₃ : ℤ) : ℚ :=
  fac (j₁ + j₂ - j₃) * fac (j₁ - j₂ + j₃) * fac (-j₁ + j₂ + j₃) / fac (j₁ + j₂ + j₃ + 1) *
    (fac (j₁ + m₁) * fac (j₁ - m₁) * fac (j₂ + m₂) * fac (j₂ - m₂) *
      fac (j₃ + m₃) * fac (j₃ - m₃))

/-- Racah's alternating sum, over all `t` for which no factorial has a negative argument. -/
def racahSum (j₁ j₂ j₃ m₁ m₂ : ℤ) : ℚ :=
  ∑ t ∈ (Finset.Icc 0 (j₁ + j₂ - j₃)).filter (fun t =>
      0 ≤ j₃ - j₂ + t + m₁ ∧ 0 ≤ j₃ - j₁ + t - m₂ ∧ 0 ≤ j₁ - t - m₁ ∧ 0 ≤ j₂ - t + m₂),
    (-1) ^ t.toNat / (fac t * fac (j₃ - j₂ + t + m₁) * fac (j₃ - j₁ + t - m₂) *
      fac (j₁ + j₂ - j₃ - t) * fac (j₁ - t - m₁) * fac (j₂ - t + m₂))

/-- The rational factor of a 3j symbol: phase times Racah's sum, or zero if a selection rule
is violated. -/
def racahCoeff (j₁ j₂ j₃ m₁ m₂ m₃ : ℤ) : ℚ :=
  if Allowed j₁ j₂ j₃ m₁ m₂ m₃ then
    (-1) ^ (j₁ - j₂ - m₃).natAbs * racahSum j₁ j₂ j₃ m₁ m₂
  else 0

/-- The Wigner 3j symbol for integer angular momenta, by Racah's formula. -/
def threeJ (j₁ j₂ j₃ m₁ m₂ m₃ : ℤ) : ℝ :=
  (racahCoeff j₁ j₂ j₃ m₁ m₂ m₃ : ℝ) * √(racahRadicand j₁ j₂ j₃ m₁ m₂ m₃ : ℝ)

/-- The magnetic quantum numbers `-2, …, 2` of a d shell. -/
def dShell : Finset ℤ := Finset.Icc (-2) 2

/-- The angular coefficient `c^k(m, m')` between two d orbitals. -/
def gaunt (k : ℕ) (m m' : ℤ) : ℝ :=
  (-1) ^ m.natAbs * 5 * threeJ 2 k 2 0 0 0 * threeJ 2 k 2 (-m) (m - m') m'

/-- The Coulomb matrix element `U_mm'` for Slater integrals `F^0, F^2, F^4`. -/
def coulombU (F : ℕ → ℝ) (m m' : ℤ) : ℝ :=
  ∑ k ∈ ({0, 2, 4} : Finset ℕ), gaunt k m m * gaunt k m' m' * F k

/-- The exchange matrix element `J_mm'` for Slater integrals `F^0, F^2, F^4`. -/
def exchangeJ (F : ℕ → ℝ) (m m' : ℤ) : ℝ :=
  ∑ k ∈ ({0, 2, 4} : Finset ℕ), gaunt k m m' ^ 2 * F k

/-- The rational factor of `c^k(m, m')`. -/
def gauntCoeff (k : ℕ) (m m' : ℤ) : ℚ :=
  (-1) ^ m.natAbs * 5 * racahCoeff 2 k 2 0 0 0 * racahCoeff 2 k 2 (-m) (m - m') m'

/-- The number under the square root in `c^k(m, m')`. -/
def gauntRadicand (k : ℕ) (m m' : ℤ) : ℚ :=
  racahRadicand 2 k 2 0 0 0 * racahRadicand 2 k 2 (-m) (m - m') m'

/-- The number under the square root in Racah's formula is non-negative. -/
theorem racahRadicand_nonneg (j₁ j₂ j₃ m₁ m₂ m₃ : ℤ) :
    0 ≤ racahRadicand j₁ j₂ j₃ m₁ m₂ m₃ := by
  unfold racahRadicand fac
  positivity

/-- Each coefficient `c^k(m, m')` is a rational number times a single square root. -/
theorem gaunt_eq (k : ℕ) (m m' : ℤ) :
    gaunt k m m' = (gauntCoeff k m m' : ℝ) * √(gauntRadicand k m m' : ℝ) := by
  have h : (0 : ℝ) ≤ (racahRadicand 2 k 2 0 0 0 : ℝ) := by
    exact_mod_cast racahRadicand_nonneg 2 k 2 0 0 0
  unfold gaunt threeJ gauntCoeff gauntRadicand
  push_cast
  rw [Real.sqrt_mul h]
  ring

/-- If the radicand of `c^k(m, m')` is the square of the non-negative ratio of `v` to the
non-zero rational factor, then `c^k(m, m') = v`. -/
theorem gaunt_eq_rat {k : ℕ} {m m' : ℤ} {v : ℚ}
    (h : gauntCoeff k m m' ≠ 0 ∧ 0 ≤ v / gauntCoeff k m m' ∧
      gauntRadicand k m m' = (v / gauntCoeff k m m') ^ 2) : gaunt k m m' = (v : ℝ) := by
  obtain ⟨h0, hpos, hsq⟩ := h
  have h0' : (gauntCoeff k m m' : ℝ) ≠ 0 := by exact_mod_cast h0
  have hpos' : (0 : ℝ) ≤ (v : ℝ) / (gauntCoeff k m m' : ℝ) := by exact_mod_cast hpos
  rw [gaunt_eq, hsq]
  push_cast
  rw [Real.sqrt_sq hpos']
  field_simp

/-- Closed forms of the diagonal coefficients `c^k(m, m)` of a d shell for `k = 0, 2, 4`. -/
theorem gaunt_diagonal {m : ℤ} (hm : m ∈ dShell) :
    gaunt 0 m m = 1 ∧ gaunt 2 m m = (2 - (m : ℝ) ^ 2) / 7 ∧
      gaunt 4 m m = (72 - 155 * (m : ℝ) ^ 2 + 35 * (m : ℝ) ^ 4) / 252 := by
  -- the Racah sums are evaluated exactly in rational arithmetic
  have k0 : ∀ m ∈ dShell, gauntCoeff 0 m m ≠ 0 ∧ 0 ≤ (1 : ℚ) / gauntCoeff 0 m m ∧
      gauntRadicand 0 m m = ((1 : ℚ) / gauntCoeff 0 m m) ^ 2 := by decide +kernel
  have k2 : ∀ m ∈ dShell, gauntCoeff 2 m m ≠ 0 ∧
      0 ≤ ((2 - (m : ℚ) ^ 2) / 7) / gauntCoeff 2 m m ∧
      gauntRadicand 2 m m = (((2 - (m : ℚ) ^ 2) / 7) / gauntCoeff 2 m m) ^ 2 := by
    decide +kernel
  have k4 : ∀ m ∈ dShell, gauntCoeff 4 m m ≠ 0 ∧
      0 ≤ ((72 - 155 * (m : ℚ) ^ 2 + 35 * (m : ℚ) ^ 4) / 252) / gauntCoeff 4 m m ∧
      gauntRadicand 4 m m =
        (((72 - 155 * (m : ℚ) ^ 2 + 35 * (m : ℚ) ^ 4) / 252) / gauntCoeff 4 m m) ^ 2 := by
    decide +kernel
  exact ⟨(gaunt_eq_rat (k0 m hm)).trans (by norm_num),
    (gaunt_eq_rat (k2 m hm)).trans (by norm_num),
    (gaunt_eq_rat (k4 m hm)).trans (by norm_num)⟩

/-- For every d orbital `m`, the squares `c^k(m, m')^2` summed over `m'` give `1`, `2/7` and
`2/7` for `k = 0, 2, 4`. -/
theorem sum_gaunt_sq {m : ℤ} (hm : m ∈ dShell) :
    (∑ m' ∈ dShell, gaunt 0 m m' ^ 2) = 1 ∧ (∑ m' ∈ dShell, gaunt 2 m m' ^ 2) = 2 / 7 ∧
      (∑ m' ∈ dShell, gaunt 4 m m' ^ 2) = 2 / 7 := by
  have key : ∀ m ∈ dShell,
      (∑ m' ∈ dShell, gauntCoeff 0 m m' ^ 2 * gauntRadicand 0 m m') = 1 ∧
      (∑ m' ∈ dShell, gauntCoeff 2 m m' ^ 2 * gauntRadicand 2 m m') = 2 / 7 ∧
      (∑ m' ∈ dShell, gauntCoeff 4 m m' ^ 2 * gauntRadicand 4 m m') = 2 / 7 := by
    decide +kernel
  -- squaring removes the square roots
  have cast_sum : ∀ k : ℕ, (∑ m' ∈ dShell, gaunt k m m' ^ 2) =
      ((∑ m' ∈ dShell, gauntCoeff k m m' ^ 2 * gauntRadicand k m m' : ℚ) : ℝ) := by
    intro k
    rw [Rat.cast_sum]
    refine Finset.sum_congr rfl fun m' _ => ?_
    have h : (0 : ℝ) ≤ (gauntRadicand k m m' : ℝ) := by
      exact_mod_cast mul_nonneg (racahRadicand_nonneg _ _ _ _ _ _)
        (racahRadicand_nonneg _ _ _ _ _ _)
    rw [gaunt_eq, mul_pow, Real.sq_sqrt h]
    push_cast
    rfl
  obtain ⟨h0, h2, h4⟩ := key m hm
  rw [cast_sum, cast_sum, cast_sum, h0, h2, h4]
  norm_num

/-- Each row of the Coulomb matrix sums to `5 F^0`, and each row of the exchange matrix to
`F^0 + (2/7)(F^2 + F^4)`. -/
theorem row_sums (F : ℕ → ℝ) {m : ℤ} (hm : m ∈ dShell) :
    (∑ m' ∈ dShell, coulombU F m m') = 5 * F 0 ∧
      (∑ m' ∈ dShell, exchangeJ F m m') = F 0 + 2 / 7 * (F 2 + F 4) := by
  have three : ∀ f : ℕ → ℝ, (∑ k ∈ ({0, 2, 4} : Finset ℕ), f k) = f 0 + (f 2 + f 4) := by
    intro f
    simp
  have shell : dShell = {-2, -1, 0, 1, 2} := by decide +kernel
  constructor
  · -- the quadrupole and hexadecapole diagonals have zero mean
    have h : ∀ m' ∈ dShell, coulombU F m m' = F 0 +
        (gaunt 2 m m * ((2 - (m' : ℝ) ^ 2) / 7) * F 2 +
        gaunt 4 m m * ((72 - 155 * (m' : ℝ) ^ 2 + 35 * (m' : ℝ) ^ 4) / 252) * F 4) := by
      intro m' hm'
      obtain ⟨h0, h2, h4⟩ := gaunt_diagonal hm'
      rw [coulombU, three, (gaunt_diagonal hm).1, h0, h2, h4]
      ring
    rw [Finset.sum_congr rfl h, shell]
    generalize gaunt 2 m m = a
    generalize gaunt 4 m m = b
    repeat rw [Finset.sum_insert (by decide)]
    rw [Finset.sum_singleton]
    push_cast
    ring
  · obtain ⟨h0, h2, h4⟩ := sum_gaunt_sq hm
    simp only [exchangeJ, three, Finset.sum_add_distrib, ← Finset.sum_mul]
    rw [h0, h2, h4]
    ring

/-- The average of `U_mm'` over the d shell is `F^0`, and the sum of `U_mm' - J_mm'` divided
by 20 is `F^0 - (F^2 + F^4)/14`. -/
theorem coulomb_exchange_averages (F : ℕ → ℝ) :
    (1 / 25 : ℝ) * (∑ m ∈ dShell, ∑ m' ∈ dShell, coulombU F m m') = F 0 ∧
      (1 / 20 : ℝ) * (∑ m ∈ dShell, ∑ m' ∈ dShell, (coulombU F m m' - exchangeJ F m m')) =
        F 0 - (F 2 + F 4) / 14 := by
  have card : dShell.card = 5 := by decide +kernel
  have hU : ∀ m ∈ dShell, (∑ m' ∈ dShell, coulombU F m m') = 5 * F 0 :=
    fun m hm => (row_sums F hm).1
  have hUJ : ∀ m ∈ dShell, (∑ m' ∈ dShell, (coulombU F m m' - exchangeJ F m m')) =
      5 * F 0 - (F 0 + 2 / 7 * (F 2 + F 4)) := by
    intro m hm
    rw [Finset.sum_sub_distrib, (row_sums F hm).1, (row_sums F hm).2]
  constructor
  · rw [Finset.sum_congr rfl hU, Finset.sum_const, card, nsmul_eq_mul]
    push_cast
    ring
  · rw [Finset.sum_congr rfl hUJ, Finset.sum_const, card, nsmul_eq_mul]
    push_cast
    ring

/-- The average of `U_mm' - J_mm'` over the 20 ordered pairs of distinct d orbitals is
`F^0 - (F^2 + F^4)/14`. -/
theorem average_distinct_orbitals (F : ℕ → ℝ) :
    (1 / 20 : ℝ) * (∑ m ∈ dShell, ∑ m' ∈ dShell.erase m,
      (coulombU F m m' - exchangeJ F m m')) = F 0 - (F 2 + F 4) / 14 := by
  rw [← (coulomb_exchange_averages F).2]
  congr 1
  refine Finset.sum_congr rfl fun m _ => Finset.sum_erase dShell ?_
  -- direct and exchange terms of one orbital with itself cancel
  simp only [coulombU, exchangeJ, pow_two, sub_self]

end

end DShellCoulombAverages
```

```lean
#print axioms DShellCoulombAverages.average_distinct_orbitals
```

```
'DShellCoulombAverages.average_distinct_orbitals' depends on axioms: [propext, Classical.choice, Quot.sound]
```

## From exact Racah sums to the averages

`gaunt_eq` combines the two square roots in \(c^k\) into one, which is allowed because `racahRadicand_nonneg` shows that the radicands are non-negative. All remaining data are then rational.

On the diagonal, `gaunt_eq_rat` removes the root. Let \(r\) be the ratio of \(v\) to the rational factor, which must be non-zero. If \(r\ge0\) and the radicand equals \(r^2\), then the coefficient equals \(v\). The non-negativity fixes the sign. `gaunt_diagonal` applies this to polynomials in \(m\) that reproduce the two diagonal lists above. Its conditions are checked for all five \(m\) by `decide +kernel`, which evaluates the Racah sums in exact rational arithmetic.

`sum_gaunt_sq` gives the row sums of the squares, not the individual table entries: squaring removes the root, and the same kernel evaluation gives 1, \(2/7\) and \(2/7\) for each \(m\).

`row_sums` inserts these results into \(U\) and \(J\). In the direct part, `generalize` replaces \(c^2(m,m)\) and \(c^4(m,m)\) by arbitrary numbers, because the cancellation comes from the sum over \(m'\) alone.

`coulomb_exchange_averages` adds the five equal rows. In `average_distinct_orbitals`, `Finset.sum_erase` removes the diagonal terms once they are shown to be zero.
